# Cluster coefficients of an integer-valued function of finitely many ±1 spins are multiples of 2^(−k) when no cluster has more than k sites

On finitely many sites, each with a spin σ_i = ±1 that says which of two atom types sits there, the cluster function of a set S of sites is the product of its spins, and a cluster expansion writes a property F(σ) as the sum over all S of a real coefficient J(S) times that product. If F takes only integer values, such as a number of bonds of a given type, and J(S) = 0 for clusters of more than k sites, then every J(S) is an integer divided by 2^k, however many sites there are.

```lean
import Mathlib

open Finset

namespace ClusterGranularity

noncomputable section

variable {ι : Type*}

/-- The cluster function of `S`: the product of the spins `±1` on the sites of `S`. -/
def clusterFn (S : Finset ι) (σ : ι → ℤˣ) : ℝ := ∏ i ∈ S, ((σ i : ℤ) : ℝ)

/-- The cluster expansion with coefficients `J`, evaluated on the configuration `σ`. -/
def clusterSum [Fintype ι] (J : Finset ι → ℝ) (σ : ι → ℤˣ) : ℝ :=
  ∑ S, J S * clusterFn S σ

variable [DecidableEq ι]

/-- The configuration `σ` with the spin on site `a` reversed. -/
def flipSpin (a : ι) (σ : ι → ℤˣ) : ι → ℤˣ := Function.update σ a (-σ a)

/-- The part of the cluster expansion that comes from clusters containing all sites of `R`. -/
def sumAbove [Fintype ι] (J : Finset ι → ℝ) (R : Finset ι) (σ : ι → ℤˣ) : ℝ :=
  ∑ S, if R ⊆ S then J S * clusterFn S σ else 0

/-- Reversing one spin changes the sign of the cluster functions that contain its site and
leaves the others unchanged. -/
theorem clusterFn_flipSpin (S : Finset ι) (a : ι) (σ : ι → ℤˣ) :
    clusterFn S (flipSpin a σ) = if a ∈ S then -clusterFn S σ else clusterFn S σ := by
  have off : ∀ i, i ≠ a → ((flipSpin a σ i : ℤ) : ℝ) = ((σ i : ℤ) : ℝ) := by
    intro i hi
    simp [flipSpin, hi]
  have ea : ((flipSpin a σ a : ℤ) : ℝ) = -((σ a : ℤ) : ℝ) := by simp [flipSpin]
  unfold clusterFn
  split_ifs with h
  · -- separate the factor of site `a`
    have h1 : ((flipSpin a σ a : ℤ) : ℝ) * ∏ i ∈ S.erase a, ((flipSpin a σ i : ℤ) : ℝ)
        = ∏ i ∈ S, ((flipSpin a σ i : ℤ) : ℝ) :=
      Finset.mul_prod_erase S (fun i => ((flipSpin a σ i : ℤ) : ℝ)) h
    have h2 : ((σ a : ℤ) : ℝ) * ∏ i ∈ S.erase a, ((σ i : ℤ) : ℝ)
        = ∏ i ∈ S, ((σ i : ℤ) : ℝ) :=
      Finset.mul_prod_erase S (fun i => ((σ i : ℤ) : ℝ)) h
    have e : ∏ i ∈ S.erase a, ((flipSpin a σ i : ℤ) : ℝ)
        = ∏ i ∈ S.erase a, ((σ i : ℤ) : ℝ) :=
      Finset.prod_congr rfl (fun i hi => off i (Finset.ne_of_mem_erase hi))
    rw [← h1, ← h2, e, ea]
    ring
  · exact Finset.prod_congr rfl (fun i hi => off i (fun he => h (he ▸ hi)))

variable [Fintype ι]

/-- The partial sum over clusters containing `R`, minus its value after spin `a` is reversed, is
twice the partial sum over clusters containing both `R` and `a`. -/
theorem sumAbove_sub_flipSpin (J : Finset ι → ℝ) (R : Finset ι) (a : ι) (σ : ι → ℤˣ) :
    sumAbove J R σ - sumAbove J R (flipSpin a σ) = 2 * sumAbove J (insert a R) σ := by
  unfold sumAbove
  rw [Finset.mul_sum, ← Finset.sum_sub_distrib]
  refine Finset.sum_congr rfl (fun S _ => ?_)
  rw [clusterFn_flipSpin]
  by_cases h1 : a ∈ S <;> by_cases h2 : R ⊆ S <;>
    simp [h1, h2, Finset.insert_subset_iff]
  ring

/-- For an integer-valued function, `2 ^ |R|` times the partial sum over clusters containing
`R` is an integer in every configuration. -/
theorem sumAbove_integer (F : (ι → ℤˣ) → ℤ) (J : Finset ι → ℝ)
    (hF : ∀ σ, (F σ : ℝ) = clusterSum J σ) (R : Finset ι) :
    ∀ σ, ∃ m : ℤ, (2 : ℝ) ^ R.card * sumAbove J R σ = m := by
  induction R using Finset.induction_on with
  | empty =>
    intro σ
    exact ⟨F σ, by rw [hF]; simp [sumAbove, clusterSum]⟩
  | insert a R ha ih =>
    intro σ
    obtain ⟨m, hm⟩ := ih σ
    obtain ⟨n, hn⟩ := ih (flipSpin a σ)
    refine ⟨m - n, ?_⟩
    rw [Finset.card_insert_of_notMem ha, pow_succ]
    push_cast
    linear_combination hm - hn - (2 : ℝ) ^ R.card * sumAbove_sub_flipSpin J R a σ

/-- If an integer-valued function of finitely many spins `±1` has a cluster expansion with
clusters of at most `k` sites, every cluster coefficient is an integer multiple of `2 ^ (-k)`. -/
theorem coefficient_granularity (F : (ι → ℤˣ) → ℤ) (J : Finset ι → ℝ) (k : ℕ)
    (hF : ∀ σ, (F σ : ℝ) = clusterSum J σ) (hJ : ∀ S, k < S.card → J S = 0)
    (S : Finset ι) : ∃ m : ℤ, J S = m / 2 ^ k := by
  -- descend from the largest clusters to the smaller ones
  have main : ∀ d : ℕ, ∀ S : Finset ι, Fintype.card ι < S.card + d →
      ∃ m : ℤ, J S = m / 2 ^ k := by
    intro d
    induction d with
    | zero =>
      intro S h
      have := Finset.card_le_univ S
      omega
    | succ d ih =>
      intro S h
      by_cases hS : S.card ≤ k
      · have hn : ∀ T : Finset ι, ∃ n : ℤ,
            (2 : ℝ) ^ k * (if S ⊆ T ∧ T ≠ S then J T else 0) = n := by
          intro T
          by_cases hT : S ⊆ T ∧ T ≠ S
          · have hc := Finset.card_lt_card
              (Finset.ssubset_iff_subset_ne.mpr ⟨hT.1, Ne.symm hT.2⟩)
            obtain ⟨n, hn⟩ := ih T (by omega)
            exact ⟨n, by rw [if_pos hT, hn]; field_simp⟩
          · exact ⟨0, by rw [if_neg hT]; simp⟩
        choose n hn using hn
        obtain ⟨X, hX⟩ : ∃ X : ℝ,
            X = ∑ T : Finset ι, if S ⊆ T ∧ T ≠ S then J T else 0 := ⟨_, rfl⟩
        have hsum : ∑ T, (n T : ℝ) = 2 ^ k * X := by
          rw [hX, Finset.mul_sum]
          exact Finset.sum_congr rfl (fun T _ => (hn T).symm)
        -- with all spins up, the partial sum is `J S` plus the larger clusters
        have hsplit : sumAbove J S (fun _ => 1) = J S + X := by
          have hs : J S = ∑ T : Finset ι, if T = S then J T else 0 := by simp
          rw [hs, hX, ← Finset.sum_add_distrib]
          refine Finset.sum_congr rfl (fun T _ => ?_)
          by_cases hT : T = S
          · subst hT
            simp [clusterFn]
          · simp [clusterFn, hT]
        obtain ⟨m, hm⟩ := sumAbove_integer F J hF S (fun _ => 1)
        rw [hsplit] at hm
        have hp : (2 : ℝ) ^ k = 2 ^ (k - S.card) * 2 ^ S.card := by
          rw [← pow_add, Nat.sub_add_cancel hS]
        refine ⟨2 ^ (k - S.card) * m - ∑ T, n T, ?_⟩
        rw [eq_div_iff (by positivity)]
        push_cast
        rw [hsum, ← hm]
        linear_combination (J S + X) * hp
      · exact ⟨0, by rw [hJ S (by omega)]; simp⟩
  exact main (Fintype.card ι + 1) S (by omega)

/-- In a cluster expansion of an integer-valued function with clusters of at most `k` sites,
a nonzero coefficient has magnitude at least `2 ^ (-k)`. -/
theorem coefficient_gap (F : (ι → ℤˣ) → ℤ) (J : Finset ι → ℝ) (k : ℕ)
    (hF : ∀ σ, (F σ : ℝ) = clusterSum J σ) (hJ : ∀ S, k < S.card → J S = 0)
    (S : Finset ι) (hS : J S ≠ 0) : 1 / 2 ^ k ≤ |J S| := by
  obtain ⟨m, hm⟩ := coefficient_granularity F J k hF hJ S
  have hm0 : m ≠ 0 := by
    rintro rfl
    exact hS (by rw [hm]; simp)
  have h1 : (1 : ℝ) ≤ |(m : ℝ)| := by exact_mod_cast Int.one_le_abs hm0
  have hp : (0 : ℝ) < 2 ^ k := by positivity
  rw [hm, abs_div, abs_of_pos hp]
  gcongr

/-- The function that is `1` when all spins on `K` are up and `0` otherwise has a cluster
expansion with coefficient `2 ^ (-|K|)` on every subset of `K` and zero on all other clusters. -/
theorem all_up_expansion (K : Finset ι) (σ : ι → ℤˣ) :
    clusterSum (fun S => if S ⊆ K then 1 / 2 ^ K.card else 0) σ
      = if ∀ i ∈ K, σ i = 1 then 1 else 0 := by
  have hprod : clusterSum (fun S => if S ⊆ K then 1 / 2 ^ K.card else 0) σ
      = 1 / 2 ^ K.card * ∏ i ∈ K, (1 + ((σ i : ℤ) : ℝ)) := by
    have hfil : Finset.univ.filter (fun S : Finset ι => S ⊆ K) = K.powerset := by
      ext S
      simp
    rw [Finset.prod_one_add, Finset.mul_sum, ← hfil, Finset.sum_filter]
    unfold clusterSum clusterFn
    refine Finset.sum_congr rfl (fun S _ => ?_)
    by_cases h : S ⊆ K <;> simp [h]
  rw [hprod]
  split_ifs with h
  · have h2 : ∏ i ∈ K, (1 + ((σ i : ℤ) : ℝ)) = ∏ _i ∈ K, (2 : ℝ) :=
      Finset.prod_congr rfl (fun i hi => by rw [h i hi]; norm_num)
    rw [h2, Finset.prod_const, one_div, inv_mul_cancel₀ (by positivity)]
  · -- a single down spin makes the product vanish
    push Not at h
    obtain ⟨i, hi, hne⟩ := h
    have hd : σ i = -1 := (Int.units_eq_one_or (σ i)).resolve_left hne
    rw [Finset.prod_eq_zero hi (by rw [hd]; norm_num), mul_zero]

end

end ClusterGranularity
```

```lean
#print axioms ClusterGranularity.coefficient_granularity
#print axioms ClusterGranularity.coefficient_gap
#print axioms ClusterGranularity.all_up_expansion
```

```
'ClusterGranularity.coefficient_granularity' depends on axioms: [propext, Classical.choice, Quot.sound]
'ClusterGranularity.coefficient_gap' depends on axioms: [propext, Classical.choice, Quot.sound]
'ClusterGranularity.all_up_expansion' depends on axioms: [propext, Classical.choice, Quot.sound]
```

## Spins, clusters and coefficients in the Lean statement

The finite type `ι` is the set of sites. A configuration is a map `σ : ι → ℤˣ`, because the units of the integers are exactly +1 and −1. A cluster is any `Finset ι`, compact or not, and the empty cluster gives the constant term. `clusterFn S σ` is the product of spins as a real number, and `clusterSum J σ` is the full expansion.

Each J(S) belongs to one individual cluster. It is not averaged over symmetry-equivalent clusters or multiplied by their number, and it enters with a plus sign, unlike the usual Ising coupling.

`coefficient_granularity` has two hypotheses. `hF` says that the integer F(σ) equals the expansion in every configuration, and `hJ` says that coefficients beyond k sites vanish. The conclusion is that for each S there is an integer m with `J S = m / 2 ^ k`. `coefficient_gap` adds that a nonzero coefficient has magnitude at least 2^(−k).

`all_up_expansion` shows that this bound is attained whenever there are at least k sites. The function that is 1 when all spins on K are up, and 0 otherwise, has coefficient 2^(−|K|) on every subset of K, and K can be chosen with k sites.

## Where integer-valued expansions occur

Cluster expansions supply energies for Monte Carlo simulations of binary alloys; the result bears on those for a finite cell whose energies are all integer multiples of one unit, and the coefficients are then multiples of that unit divided by 2^k. It applies equally to a finite-qubit Hamiltonian that is diagonal in the σ^z basis, has integer eigenvalues and couples at most k qubits per term.

The step left open is the one from a fit to an identity: an expansion fitted to sampled structures need not reproduce F in every configuration, as `hF` requires.

In a calculation with pair interactions only (k = 2), the coefficient of sites a and b follows from four values of F, with all other spins held up:

J({a,b}) = [F(↑↑) − F(↓↑) − F(↑↓) + F(↓↓)] / 4

Let F count the up–up nearest-neighbour bonds on a ring of N ≥ 3 sites. For neighbours a and b the four values are N, N − 2, N − 2 and N − 3, so J({a,b}) = 1/4.

## From spin flips to the denominator 2^k

Orthogonality of the cluster functions gives J(S) as an average over all 2^N configurations of N sites, which shows only that J(S) is a multiple of 2^(−N). Spin flips give a denominator that does not grow with N.

Write Φ_S(σ) for the cluster function and σ^a for σ with spin a reversed. One factor changes sign if a lies in S, and none otherwise:

Φ_S(σ^a) = −Φ_S(σ) if a ∈ S, and Φ_S(σ^a) = Φ_S(σ) if a ∉ S

This is `clusterFn_flipSpin`, which splits off the factor of site a with `Finset.mul_prod_erase`.

Now let A_R(σ) be the part of the expansion from clusters that contain all of R (`sumAbove`):

A_R(σ) = ∑_{S ⊇ R} J(S) Φ_S(σ)

In the difference between σ and σ^a, clusters without a cancel and clusters with a count twice:

A_R(σ) − A_R(σ^a) = 2 A_{R∪{a}}(σ)

`sumAbove_sub_flipSpin` proves this term by term, by cases on whether a ∈ S and R ⊆ S.

Next, 2^|R| A_R(σ) is an integer for every R and σ. For R = ∅ it is F(σ). If it holds for R and a ∉ R, then

2^(|R|+1) A_{R∪{a}}(σ) = 2^|R| A_R(σ) − 2^|R| A_R(σ^a)

is a difference of two integers. `sumAbove_integer` is this induction on R. Its claim covers all configurations at once, since the step uses both σ and σ^a.

With all spins up, every cluster function is 1, so

A_S(↑) = J(S) + ∑_{T ⊋ S} J(T)

For |S| ≤ k, multiply by 2^k and rearrange:

2^k J(S) = 2^(k−|S|) · [2^|S| A_S(↑)] − ∑_{T ⊋ S} 2^k J(T)

The bracket is an integer by the previous step. The terms of the last sum are integers if the claim is already known for larger clusters. For |S| > k the coefficient is zero. Descending from the largest cluster therefore reaches every S.

In `coefficient_granularity` the descent is an induction on `d` over clusters with `Fintype.card ι < S.card + d`. At `d = 0` there are none. In the step, `X` is the sum over strictly larger clusters, `hsplit` is the all-up identity, and the integer supplied is `2 ^ (k - S.card) * m - ∑ T, n T`.

`coefficient_gap` follows because a nonzero integer has magnitude at least 1. For `all_up_expansion`, expand the product:

∏_{i∈K} (1 + σ_i)/2 = 2^(−|K|) ∑_{S⊆K} Φ_S(σ)

The left side is 1 if all spins on K are up, and a single down spin makes it 0.

## Two small counter-examples

Take k = 1 and two sites, with F = (1 + σ_1)(1 + σ_2)/4. F is always 0 or 1, yet its coefficients are 1/4, not multiples of 1/2. The conclusion can therefore fail when just one cluster of more than k sites has a nonzero coefficient.

Take k = 1 and one site, with F = (1 − σ_1)/3. F is 0 for spin up and 2/3 for spin down, and its coefficients are ±1/3. Integrality in only one of the two configurations is therefore not enough.
